# Faster-than-exponential decay of the Boltzmann operator on the nearest-neighbour tight-binding chain

Suppose a calculation stores $e^{-\beta H}$ as a sparse matrix and drops every element beyond some cutoff distance. A bound on the dropped elements controls the error made in each of them. Small values computed at a few distances are not by themselves such a bound. For a single particle on an infinite uniform chain with nearest-neighbour hopping, the power series for each element can be summed to a modified Bessel function and bounded explicitly, which gives a cutoff criterion for each element in this non-interacting model.

## From counting walks to a decay bound

Let $A$ act on real amplitudes $f$ on the sites $j\in\mathbb Z$ by
$$(Af)(j)=f(j+1)+f(j-1),$$
and let $\delta_i$ be the state with amplitude 1 on site $i$ and 0 elsewhere. The Hamiltonian is $H=-tA$, with hopping amplitude $t$ and on-site energy zero. With inverse temperature $\beta$ and $s=\beta t\ge 0$, the signs cancel in each power, and the matrix element between sites $i$ and $j$ is
$$\sum_m \frac{(-\beta)^m}{m!}(H^m\delta_i)(j)=\sum_m\frac{s^m}{m!}(A^m\delta_i)(j).$$

The claim is that, at distance $n=|j-i|$, this sum equals
$$B_n(s)=\sum_{k\ge 0}\frac{s^{2k+n}}{k!\,(k+n)!},\qquad \frac{s^n}{n!}\le B_n(s)\le\frac{s^n}{n!}\,e^{s^2/(n+1)}.$$
In the usual notation $B_n(s)$ is the modified Bessel function $I_n(2s)$.

**Walks.** Write $a_m(j)=(A^m\delta_0)(j)$. Then $a_{m+1}(j)=a_m(j+1)+a_m(j-1)$. Two facts follow by induction on $m$. First, $a_m(j)=0$ for $|j|>m$, because both neighbours of a site beyond distance $m+1$ lie beyond distance $m$. Second, $a_m(j)=0$ when $m+j$ is odd, because each hop changes the parity of the site.

On the remaining sites, $a_m(2k-m)=\binom mk$. This holds at $m=0$, and for $k\ge1$ the recursion gives
$$a_{m+1}(2k-m-1)=a_m(2k-m)+a_m(2(k-1)-m)=\binom mk+\binom m{k-1}=\binom{m+1}k.$$
For $k=0$ the second term sits at site $-m-2$ and vanishes, leaving $\binom m0=1$.

**Symmetry.** The recursion keeps its form under translation and reflection, so $(A^m\delta_i)(j)=a_m(j-i)=a_m(|j-i|)$.

**The series.** At site $n$ only the powers $m=2k+n$ with $k\ge0$ contribute. Since $n=2(k+n)-(2k+n)$,
$$\frac{s^{2k+n}}{(2k+n)!}\binom{2k+n}{k+n}=\frac{s^{2k+n}}{k!\,(k+n)!}.$$
The series converges, since its terms are bounded in absolute value by $|s|^n(s^2)^k/k!$.

**The bounds.** All terms are non-negative for $s\ge0$, so the $k=0$ term is a lower bound. For the upper bound, $(k+n)!=n!\,(n+1)\cdots(n+k)\ge n!\,(n+1)^k$, hence
$$B_n(s)\le\frac{s^n}{n!}\sum_k\frac{1}{k!}\left(\frac{s^2}{n+1}\right)^k=\frac{s^n}{n!}\,e^{s^2/(n+1)}.$$

**Large distance.** For any real $c$,
$$|c^nB_n(s)|\le\frac{(|c|s)^n}{n!}e^{s^2}\to0,$$
because the first factor is the general term of a convergent exponential series. For $s>0$, dividing the two bounds by $s^n/n!$ gives
$$1\le\frac{B_n(s)}{s^n/n!}\le e^{s^2/(n+1)}\to1.$$
The upper bound is therefore asymptotically sharp at fixed $s$. Its exponential factor is close to one only when $n+1$ is large compared with $s^2$, so lower temperatures push this regime to larger distances.

## The chain and its Hamiltonian in Lean

The development uses Mathlib's limits and factorial notation.

```lean
import Mathlib

open Filter Topology
open scoped Nat

namespace TightBindingDecay

noncomputable section
```

An amplitude is a function `ℤ → ℝ`, and an operator is a linear map from such functions to themselves. No norm or decay condition is imposed on the functions. The two proof fields check that `hop`, the operator $A$, is linear.

```lean
/-- Nearest-neighbour hopping on the infinite chain: `(A f)(j) = f(j+1) + f(j-1)`. -/
def hop : Module.End ℝ (ℤ → ℝ) where
  toFun f j := f (j + 1) + f (j - 1)
  map_add' f g := by
    ext j
    simp only [Pi.add_apply]
    ring
  map_smul' c f := by
    ext j
    simp only [Pi.smul_apply, smul_eq_mul, RingHom.id_apply]
    ring
```

The state $\delta_i$ is `site i`, and `site i j` is its amplitude on site $j$.

```lean
/-- The state localised on site `i`. -/
def site (i j : ℤ) : ℝ := if j = i then 1 else 0
```

The Hamiltonian carries the sign convention $H=-tA$.

```lean
/-- The tight-binding Hamiltonian `H = -t A` with hopping amplitude `t`. -/
def hamiltonian (t : ℝ) : Module.End ℝ (ℤ → ℝ) := (-t) • hop
```

The function $B_n(s)$ is defined by its series; no theory of Bessel functions enters.

```lean
/-- The series `∑ₖ s^(2k+n) / (k! (k+n)!)`, which is the modified Bessel function `Iₙ(2s)`. -/
def besselSeries (n : ℕ) (s : ℝ) : ℝ :=
  ∑' k : ℕ, s ^ (2 * k + n) / ((k ! : ℝ) * ((k + n)! : ℝ))
```

## Walks and symmetry

The recursion for $a_m$ holds for any starting amplitude `f`.

```lean
/-- The amplitude on a site after `m + 1` hops is the sum of the amplitudes on its two
neighbours after `m` hops. -/
theorem hop_succ (m : ℕ) (f : ℤ → ℝ) (j : ℤ) :
    (hop ^ (m + 1)) f j = (hop ^ m) f (j + 1) + (hop ^ m) f (j - 1) := by
  rw [pow_succ', Module.End.mul_apply]
  rfl
```

The finite range follows by induction, with the integer inequalities for the two neighbours left to `omega`.

```lean
/-- After `m` hops a particle started at the origin has no amplitude beyond distance `m`. -/
theorem finite_range (m : ℕ) (j : ℤ) (h : m < j.natAbs) : (hop ^ m) (site 0) j = 0 := by
  induction m generalizing j with
  | zero =>
    have hj : j ≠ 0 := by omega
    rw [pow_zero, Module.End.one_apply, site, if_neg hj]
  | succ m ih =>
    rw [hop_succ, ih (j + 1) (by omega), ih (j - 1) (by omega), add_zero]
```

The binomial formula is proved for all natural `k`, including $k>m$, where both sides are zero. The case split on `k` is the one made above: `finite_range` removes the outer neighbour when $k=0$, and otherwise Pascal's rule, `Nat.choose_succ_succ'`, combines the two terms.

```lean
/-- The amplitude at site `2k - m` after `m` hops from the origin is the number of walks with
`k` steps to the right, a binomial coefficient. -/
theorem walk_count (m k : ℕ) :
    (hop ^ m) (site 0) (2 * (k : ℤ) - (m : ℤ)) = (m.choose k : ℝ) := by
  induction m generalizing k with
  | zero =>
    cases k with
    | zero => simp [site]
    | succ k =>
      have h : 2 * ((k + 1 : ℕ) : ℤ) - ((0 : ℕ) : ℤ) ≠ 0 := by omega
      rw [pow_zero, Module.End.one_apply, site, if_neg h, Nat.choose_zero_succ, Nat.cast_zero]
  | succ m ih =>
    rw [hop_succ]
    cases k with
    | zero =>
      have h1 : 2 * ((0 : ℕ) : ℤ) - ((m + 1 : ℕ) : ℤ) + 1 = 2 * ((0 : ℕ) : ℤ) - (m : ℤ) := by
        omega
      have h2 := finite_range m (2 * ((0 : ℕ) : ℤ) - ((m + 1 : ℕ) : ℤ) - 1) (by omega)
      rw [h2, h1, ih]
      simp
    | succ k =>
      -- Pascal's rule
      have h1 : 2 * ((k + 1 : ℕ) : ℤ) - ((m + 1 : ℕ) : ℤ) + 1
          = 2 * ((k + 1 : ℕ) : ℤ) - (m : ℤ) := by omega
      have h2 : 2 * ((k + 1 : ℕ) : ℤ) - ((m + 1 : ℕ) : ℤ) - 1 = 2 * (k : ℤ) - (m : ℤ) := by
        omega
      rw [h1, h2, ih (k + 1), ih k, Nat.choose_succ_succ']
      push_cast
      ring
```

Translation and reflection are separate inductions inside the next proof. The distance $|j-i|$ appears as `(j - i).natAbs`, a natural number.

```lean
/-- Matrix elements of powers of the hopping operator depend only on the distance between
the two sites. -/
theorem hop_distance (m : ℕ) (i j : ℤ) :
    (hop ^ m) (site i) j = (hop ^ m) (site 0) ((j - i).natAbs : ℤ) := by
  have translate : ∀ j : ℤ, (hop ^ m) (site i) j = (hop ^ m) (site 0) (j - i) := by
    induction m with
    | zero => intro j; simp [site, sub_eq_zero]
    | succ m ih =>
      intro j
      rw [hop_succ m (site i), hop_succ m (site 0), ih (j + 1), ih (j - 1),
        show j + 1 - i = j - i + 1 by ring, show j - 1 - i = j - i - 1 by ring]
  have reflect : ∀ j : ℤ, (hop ^ m) (site 0) (-j) = (hop ^ m) (site 0) j := by
    clear translate
    induction m with
    | zero => intro j; simp [site]
    | succ m ih =>
      intro j
      rw [hop_succ m (site 0) (-j), hop_succ m (site 0) j,
        show -j + 1 = -(j - 1) by ring, show -j - 1 = -(j + 1) by ring,
        ih (j - 1), ih (j + 1), add_comm]
  rw [translate]
  rcases le_total 0 (j - i) with h | h
  · rw [Int.natAbs_of_nonneg h]
  · have e : ((j - i).natAbs : ℤ) = -(j - i) := by omega
    rw [e, reflect]
```

## Summing the exponential series

Convergence is proved for every real `s` by the comparison with $|s|^n(s^2)^k/k!$.

```lean
/-- The series defining `besselSeries` converges for every real argument. -/
theorem besselSeries_summable (n : ℕ) (s : ℝ) :
    Summable (fun k : ℕ => s ^ (2 * k + n) / ((k ! : ℝ) * ((k + n)! : ℝ))) := by
  refine Summable.of_norm_bounded (g := fun k : ℕ => |s| ^ n * ((s ^ 2) ^ k / (k ! : ℝ)))
    ((Real.summable_pow_div_factorial (s ^ 2)).mul_left _) ?_
  intro k
  have hpos : (0 : ℝ) < (k ! : ℝ) * ((k + n)! : ℝ) := by positivity
  have hs : |s| ^ (2 * k + n) = |s| ^ n * (s ^ 2) ^ k := by
    rw [pow_add, pow_mul, sq_abs, mul_comm]
  have h1 : (1 : ℝ) ≤ ((k + n)! : ℝ) := by exact_mod_cast Nat.factorial_pos (k + n)
  rw [Real.norm_eq_abs, abs_div, abs_pow, abs_of_pos hpos, hs, ← mul_div_assoc]
  exact div_le_div_of_nonneg_left (by positivity) (by positivity)
    (le_mul_of_one_le_right (by positivity) h1)
```

`HasSum` says that the series converges, whatever the order of its terms, to the stated value. The parity rule is proved first. The injective map $k\mapsto2k+n$ then selects the surviving powers: `hinj.hasSum_iff` permits the reindexing once all other terms are shown to vanish, by finite range if $m<n$ and by parity otherwise. Finally `walk_count` supplies the binomial coefficient, and `field_simp` cancels $(2k+n)!$.

```lean
/-- The exponential series of the hopping operator, started at the origin and read off at
site `n`, sums to `besselSeries n s`. -/
theorem hop_exponential (n : ℕ) (s : ℝ) :
    HasSum (fun m : ℕ => s ^ m / (m ! : ℝ) * (hop ^ m) (site 0) (n : ℤ))
      (besselSeries n s) := by
  -- an odd number of hops never connects sites at even distance, and conversely
  have parity : ∀ (m : ℕ) (j : ℤ), ((m : ℤ) + j) % 2 = 1 → (hop ^ m) (site 0) j = 0 := by
    intro m
    induction m with
    | zero =>
      intro j h
      have hj : j ≠ 0 := by omega
      rw [pow_zero, Module.End.one_apply, site, if_neg hj]
    | succ m ih =>
      intro j h
      rw [hop_succ, ih (j + 1) (by omega), ih (j - 1) (by omega), add_zero]
  have hinj : Function.Injective (fun k : ℕ => 2 * k + n) := by
    intro a b h
    have h' : 2 * a + n = 2 * b + n := h
    omega
  refine (hinj.hasSum_iff ?_).mp ?_
  · intro m hm
    have h0 : (hop ^ m) (site 0) (n : ℤ) = 0 := by
      rcases lt_or_ge m n with h | h
      · exact finite_range m n (by omega)
      · apply parity
        by_contra hp
        refine hm ⟨(m - n) / 2, ?_⟩
        show 2 * ((m - n) / 2) + n = m
        omega
    simp only [h0, mul_zero]
  · -- the surviving powers are m = 2k + n
    have h : HasSum (fun k : ℕ => s ^ (2 * k + n) / ((k ! : ℝ) * ((k + n)! : ℝ)))
        (besselSeries n s) := (besselSeries_summable n s).hasSum
    convert h using 1
    funext k
    have w := walk_count (2 * k + n) (k + n)
    rw [show 2 * ((k + n : ℕ) : ℤ) - ((2 * k + n : ℕ) : ℤ) = (n : ℤ) by omega,
      Nat.cast_choose ℝ (show k + n ≤ 2 * k + n by omega),
      show 2 * k + n - (k + n) = k by omega] at w
    show s ^ (2 * k + n) / ((2 * k + n)! : ℝ) * (hop ^ (2 * k + n)) (site 0) (n : ℤ) = _
    rw [w]
    have h1 : ((2 * k + n)! : ℝ) ≠ 0 := by positivity
    have h2 : ((k + n)! : ℝ) ≠ 0 := by positivity
    have h3 : (k ! : ℝ) ≠ 0 := by positivity
    generalize s ^ (2 * k + n) = x
    field_simp
```

## Bounds at finite distance

The lower bound isolates the term $k=0$. The upper bound is proved for every partial sum: `Nat.factorial_mul_pow_le_factorial` is the inequality $n!\,(n+1)^k\le(k+n)!$, and the resulting partial exponential sum is at most the full exponential.

```lean
/-- For `s ≥ 0` the series lies between `s^n/n!` and `(s^n/n!) exp(s²/(n+1))`. -/
theorem besselSeries_bounds (n : ℕ) {s : ℝ} (hs : 0 ≤ s) :
    s ^ n / (n ! : ℝ) ≤ besselSeries n s ∧
      besselSeries n s ≤ s ^ n / (n ! : ℝ) * Real.exp (s ^ 2 / (n + 1)) := by
  constructor
  · have h := (besselSeries_summable n s).le_tsum 0 (fun k _ => by positivity)
    simpa [besselSeries] using h
  · refine Real.tsum_le_of_sum_range_le (fun k => by positivity) (fun N => ?_)
    calc ∑ k ∈ Finset.range N, s ^ (2 * k + n) / ((k ! : ℝ) * ((k + n)! : ℝ))
        ≤ ∑ k ∈ Finset.range N, s ^ n / (n ! : ℝ) * ((s ^ 2 / (n + 1)) ^ k / (k ! : ℝ)) := by
          refine Finset.sum_le_sum (fun k _ => ?_)
          have hf : (n ! : ℝ) * ((n : ℝ) + 1) ^ k ≤ ((k + n)! : ℝ) := by
            rw [add_comm k n]
            exact_mod_cast Nat.factorial_mul_pow_le_factorial
          calc s ^ (2 * k + n) / ((k ! : ℝ) * ((k + n)! : ℝ))
              ≤ s ^ (2 * k + n) / ((k ! : ℝ) * ((n ! : ℝ) * ((n : ℝ) + 1) ^ k)) := by
                gcongr
            _ = s ^ n / (n ! : ℝ) * ((s ^ 2 / (n + 1)) ^ k / (k ! : ℝ)) := by
                rw [div_pow, pow_add, pow_mul, div_div, div_mul_div_comm]
                congr 1 <;> ring
      _ = s ^ n / (n ! : ℝ) * ∑ k ∈ Finset.range N, (s ^ 2 / (n + 1)) ^ k / (k ! : ℝ) := by
          rw [Finset.mul_sum]
      _ ≤ s ^ n / (n ! : ℝ) * Real.exp (s ^ 2 / (n + 1)) :=
          mul_le_mul_of_nonneg_left (Real.sum_le_exp_of_nonneg (by positivity) N)
            (by positivity)
```

The physical statement follows. For all real $\beta$ and $t$ with $\beta t\ge0$, and all sites $i$ and $j$, the Boltzmann series for the matrix element converges to `besselSeries` at their distance, and the upper bound holds. The hypothesis covers the usual case of positive temperature and positive hopping amplitude. For the series, the proof moves the factors $-\beta$ and $-t$ together and applies `hop_distance` and `hop_exponential`; the upper bound comes from `besselSeries_bounds`.

```lean
/-- Matrix elements of `exp(-βH)` on the chain, for `βt ≥ 0`: at distance `d` the Boltzmann
series converges to `besselSeries d (βt)`, which is at most `((βt)^d/d!) exp((βt)²/(d+1))`. -/
theorem boltzmann_element (β t : ℝ) (h : 0 ≤ β * t) (i j : ℤ) :
    HasSum (fun m : ℕ => (-β) ^ m / (m ! : ℝ) * (hamiltonian t ^ m) (site i) j)
      (besselSeries (j - i).natAbs (β * t)) ∧
    besselSeries (j - i).natAbs (β * t) ≤
      (β * t) ^ (j - i).natAbs / ((j - i).natAbs ! : ℝ) *
        Real.exp ((β * t) ^ 2 / ((j - i).natAbs + 1)) := by
  refine ⟨?_, (besselSeries_bounds _ h).2⟩
  convert hop_exponential (j - i).natAbs (β * t) using 1
  funext m
  rw [← hop_distance m i j, hamiltonian, smul_pow, LinearMap.smul_apply, Pi.smul_apply,
    smul_eq_mul, show β * t = (-β) * (-t) by ring, mul_pow]
  ring
```

Here $e^{-\beta H}$ is understood element by element, through its power series; no operator exponential on a Hilbert space is constructed. The theorem concerns the unnormalised Boltzmann operator of a uniform chain. It does not treat the Fermi–Dirac density matrix, disorder, longer-range hopping or interactions.

## Limits at large distance

Both limits are taken at fixed `s`. The first says that no exponential rate, however large, can outrun the decay. Its proof replaces $e^{s^2/(n+1)}$ by the larger constant $e^{s^2}$ and squeezes the absolute value between zero and a null sequence.

```lean
/-- For `s ≥ 0` the decay with distance is faster than any exponential: `c^n` times the
series tends to zero for every real `c`. -/
theorem superexponential_decay {s : ℝ} (hs : 0 ≤ s) (c : ℝ) :
    Tendsto (fun n : ℕ => c ^ n * besselSeries n s) atTop (𝓝 0) := by
  have hlim : Tendsto (fun n : ℕ => (|c| * s) ^ n / (n ! : ℝ) * Real.exp (s ^ 2))
      atTop (𝓝 0) := by
    simpa using (FloorSemiring.tendsto_pow_div_factorial_atTop (|c| * s)).mul_const
      (Real.exp (s ^ 2))
  refine squeeze_zero_norm (fun n => ?_) hlim
  obtain ⟨hlo, hup⟩ := besselSeries_bounds n hs
  have h0 : 0 ≤ besselSeries n s := le_trans (by positivity) hlo
  have hn : (1 : ℝ) ≤ (n : ℝ) + 1 := by linarith [Nat.cast_nonneg (α := ℝ) n]
  have hexp : Real.exp (s ^ 2 / (n + 1)) ≤ Real.exp (s ^ 2) :=
    Real.exp_le_exp.mpr (div_le_self (sq_nonneg s) hn)
  rw [Real.norm_eq_abs, abs_mul, abs_pow, abs_of_nonneg h0]
  calc |c| ^ n * besselSeries n s
      ≤ |c| ^ n * (s ^ n / (n ! : ℝ) * Real.exp (s ^ 2)) :=
        mul_le_mul_of_nonneg_left
          (hup.trans (mul_le_mul_of_nonneg_left hexp (by positivity))) (by positivity)
    _ = (|c| * s) ^ n / (n ! : ℝ) * Real.exp (s ^ 2) := by
        rw [mul_pow]
        ring
```

The second limit requires $s>0$, so that the leading term $s^n/n!$ is a non-zero divisor. The facts `h0` and `h1` give $s^2/(n+1)\to0$ and, by continuity, $e^{s^2/(n+1)}\to1$. The two halves of `besselSeries_bounds` then enclose the ratio.

```lean
/-- For `s > 0` the leading term gives the exact asymptotics at large distance: the ratio of
the series to `s^n/n!` tends to one. -/
theorem sharp_asymptotics {s : ℝ} (hs : 0 < s) :
    Tendsto (fun n : ℕ => besselSeries n s / (s ^ n / (n ! : ℝ))) atTop (𝓝 1) := by
  have h0 : Tendsto (fun n : ℕ => s ^ 2 / ((n : ℝ) + 1)) atTop (𝓝 0) := by
    have h := (tendsto_one_div_add_atTop_nhds_zero_nat (𝕜 := ℝ)).const_mul (s ^ 2)
    simpa only [mul_one_div, mul_zero] using h
  have h1 : Tendsto (fun n : ℕ => Real.exp (s ^ 2 / ((n : ℝ) + 1))) atTop (𝓝 1) := by
    have h := (Real.continuous_exp.tendsto 0).comp h0
    rw [Real.exp_zero] at h
    exact h
  refine tendsto_of_tendsto_of_tendsto_of_le_of_le tendsto_const_nhds h1 ?_ ?_
  · intro n
    have hp : 0 < s ^ n / (n ! : ℝ) := by positivity
    show 1 ≤ besselSeries n s / (s ^ n / (n ! : ℝ))
    rw [le_div_iff₀ hp, one_mul]
    exact (besselSeries_bounds n hs.le).1
  · intro n
    have hp : 0 < s ^ n / (n ! : ℝ) := by positivity
    show besselSeries n s / (s ^ n / (n ! : ℝ)) ≤ Real.exp (s ^ 2 / ((n : ℝ) + 1))
    rw [div_le_iff₀ hp, mul_comm]
    exact (besselSeries_bounds n hs.le).2

end

end TightBindingDecay
```

```lean
#print axioms TightBindingDecay.boltzmann_element
-- 'TightBindingDecay.boltzmann_element' depends on axioms: [propext, Classical.choice, Quot.sound]
#print axioms TightBindingDecay.superexponential_decay
-- 'TightBindingDecay.superexponential_decay' depends on axioms: [propext, Classical.choice, Quot.sound]
#print axioms TightBindingDecay.sharp_asymptotics
-- 'TightBindingDecay.sharp_asymptotics' depends on axioms: [propext, Classical.choice, Quot.sound]
```
